# The rhombohedral lattice sums of reflection hkl in the obverse and reverse settings both vanish exactly when 3 divides just one of l and h − k

On hexagonal axes, a rhombohedral lattice has three centring translations, which can be placed in an obverse or a reverse setting. For a reflection with integer indices h, k, l, the lattice sum adds the phase factors of these three translations; no atomic scattering factors enter. The declaration `common_absence_iff` states that this sum is zero in both settings if and only if 3 divides exactly one of l and h − k. The attempt uses the two reflection conditions proved earlier to turn the vanishing sums into statements about divisibility by 3, and leaves the remaining integer arithmetic to `omega`.

This version doesn't compile in Lean 4 with Mathlib:

```lean
import Mathlib

open scoped Real

namespace CommonAbsenceIff

noncomputable section

/-- The phase factor `exp(2πi(hx + ky + lz))` of reflection `hkl` for a point with
fractional coordinates `r = (x, y, z)`. -/
def phase (h k l : ℤ) (r : Fin 3 → ℝ) : ℂ :=
  Complex.exp (2 * π * Complex.I * (h * (r 0 : ℂ) + k * (r 1 : ℂ) + l * (r 2 : ℂ)))

/-- The centring translations of the obverse setting on hexagonal axes. -/
def obverse : Fin 3 → Fin 3 → ℝ :=
  ![![0, 0, 0], ![2/3, 1/3, 1/3], ![1/3, 2/3, 2/3]]

/-- The centring translations of the reverse setting on hexagonal axes. -/
def reverse : Fin 3 → Fin 3 → ℝ :=
  ![![0, 0, 0], ![1/3, 2/3, 1/3], ![2/3, 1/3, 2/3]]

/-- The lattice sum of reflection `hkl`: the phase factors of three centring
translations `t`, added up. -/
def latticeSum (t : Fin 3 → Fin 3 → ℝ) (h k l : ℤ) : ℂ :=
  ∑ j, phase h k l (t j)

/-- Three waves with phases of `0`, `n/3` and `2n/3` turns, the last two shifted by `m`
whole turns, add up to 3 if 3 divides `n` and cancel otherwise. -/
theorem three_phases (n m : ℤ) :
    1 + Complex.exp (2 * π * Complex.I * ((n : ℂ) / 3 + m))
      + Complex.exp (2 * π * Complex.I * (2 * (n : ℂ) / 3 + m))
      = if 3 ∣ n then 3 else 0 := by
  -- whole turns do not matter
  have per : ∀ x : ℂ, Complex.exp (2 * π * Complex.I * (x + m))
      = Complex.exp (2 * π * Complex.I * x) := by
    intro x
    have hm : Complex.exp (2 * π * Complex.I * (m : ℂ)) = 1 :=
      Complex.exp_eq_one_iff.mpr ⟨m, by ring⟩
    rw [mul_add, Complex.exp_add, hm, mul_one]
  have sq : Complex.exp (2 * π * Complex.I * (2 * (n : ℂ) / 3))
      = Complex.exp (2 * π * Complex.I * ((n : ℂ) / 3)) ^ 2 := by
    rw [← Complex.exp_nat_mul]
    congr 1
    push_cast
    ring
  -- the basic phase factor is a cube root of unity
  have cube : Complex.exp (2 * π * Complex.I * ((n : ℂ) / 3)) ^ 3 = 1 := by
    rw [← Complex.exp_nat_mul]
    exact Complex.exp_eq_one_iff.mpr ⟨n, by push_cast; ring⟩
  have one_iff : Complex.exp (2 * π * Complex.I * ((n : ℂ) / 3)) = 1 ↔ 3 ∣ n := by
    constructor
    · intro hz
      obtain ⟨q, hq⟩ := Complex.exp_eq_one_iff.mp hz
      have hn : (n : ℂ) = 3 * q := by
        apply mul_left_cancel₀ Complex.two_pi_I_ne_zero
        linear_combination 3 * hq
      exact ⟨q, by exact_mod_cast hn⟩
    · rintro ⟨q, hq⟩
      exact Complex.exp_eq_one_iff.mpr ⟨q, by rw [hq]; push_cast; ring⟩
  rw [per, per, sq]
  split_ifs with hd
  · rw [one_iff.mpr hd]
    norm_num
  · -- z³ - 1 = (z - 1)(1 + z + z²) with z ≠ 1
    have hz := mt one_iff.mp hd
    apply mul_left_cancel₀ (sub_ne_zero.mpr hz)
    linear_combination cube

/-- Obverse reflection condition: the lattice sum is 3 if `-h + k + l` is divisible
by 3, and 0 otherwise. -/
theorem latticeSum_obverse (h k l : ℤ) :
    latticeSum obverse h k l = if 3 ∣ -h + k + l then 3 else 0 := by
  have h0 : phase h k l (obverse 0) = 1 := by simp [phase, obverse]
  have h1 : phase h k l (obverse 1) = Complex.exp
      (2 * π * Complex.I * (((-h + k + l : ℤ) : ℂ) / 3 + h)) := by
    change Complex.exp (2 * π * Complex.I * (h * ((2/3 : ℝ) : ℂ)
      + k * ((1/3 : ℝ) : ℂ) + l * ((1/3 : ℝ) : ℂ))) = _
    congr 1
    push_cast
    ring
  have h2 : phase h k l (obverse 2) = Complex.exp
      (2 * π * Complex.I * (2 * ((-h + k + l : ℤ) : ℂ) / 3 + h)) := by
    change Complex.exp (2 * π * Complex.I * (h * ((1/3 : ℝ) : ℂ)
      + k * ((2/3 : ℝ) : ℂ) + l * ((2/3 : ℝ) : ℂ))) = _
    congr 1
    push_cast
    ring
  rw [latticeSum, Fin.sum_univ_three, h0, h1, h2]
  exact three_phases _ _

/-- Reverse reflection condition: the lattice sum is 3 if `h - k + l` is divisible
by 3, and 0 otherwise. -/
theorem latticeSum_reverse (h k l : ℤ) :
    latticeSum reverse h k l = if 3 ∣ h - k + l then 3 else 0 := by
  have h0 : phase h k l (reverse 0) = 1 := by simp [phase, reverse]
  have h1 : phase h k l (reverse 1) = Complex.exp
      (2 * π * Complex.I * (((h - k + l : ℤ) : ℂ) / 3 + k)) := by
    change Complex.exp (2 * π * Complex.I * (h * ((1/3 : ℝ) : ℂ)
      + k * ((2/3 : ℝ) : ℂ) + l * ((1/3 : ℝ) : ℂ))) = _
    congr 1
    push_cast
    ring
  have h2 : phase h k l (reverse 2) = Complex.exp
      (2 * π * Complex.I * (2 * ((h - k + l : ℤ) : ℂ) / 3 + k)) := by
    change Complex.exp (2 * π * Complex.I * (h * ((2/3 : ℝ) : ℂ)
      + k * ((1/3 : ℝ) : ℂ) + l * ((2/3 : ℝ) : ℂ))) = _
    congr 1
    push_cast
    ring
  rw [latticeSum, Fin.sum_univ_three, h0, h1, h2]
  exact three_phases _ _

/-- A reflection has zero lattice sum in both settings exactly when 3 divides one of
`l` and `h - k` but not the other. -/
theorem common_absence_iff (h k l : ℤ) :
    (latticeSum obverse h k l = 0 ∧ latticeSum reverse h k l = 0)
      ↔ ¬ (3 ∣ l ↔ 3 ∣ h - k) := by
  simp only [latticeSum_obverse, latticeSum_reverse, ite_eq_right_iff,
    OfNat.ofNat_ne_zero, imp_false]
  omega

end

end CommonAbsenceIff
```

Lean reports:

```
Main.lean:120:2: error: omega could not prove the goal:
a possible counterexample may satisfy the constraints
  1 ≤ d - 3*e ≤ 2
  1 ≤ a - b - 3*c ≤ 2
  -2 ≤ a - b - d + 3*g ≤ -1
  1 ≤ a - b + d - 3*f ≤ 2
where
 a := h
 b := k
 c := (h - k) / 3
 d := l
 e := l / 3
 f := (h - k + l) / 3
 g := (-h + k + l) / 3
```

Diagnosis. The message says that `omega` could not prove the goal, and lists constraints that a "possible counterexample" may satisfy. They say that 3 divides none of l, h − k, −h + k + l and h − k + l. No integers satisfy this: if l and h − k both leave a nonzero remainder modulo 3, the remainders are either equal, and 3 divides −h + k + l, or they add up to 3, and 3 divides h − k + l. The statement is therefore true, but the constraints do have solutions in real numbers, and Lean's `omega` is not a complete procedure for integers. It does not itself split into cases by remainder, which is what is needed here.

The repair does this by hand. `hl` and `hd` list the possible remainders of l and h − k, and `rcases` splits the proof into nine cases. In each, both remainders are fixed numbers, which settles all four divisibility questions, and `omega` can finish.

Fix (accepted with no message):

```diff
@@ -118,5 +118,8 @@
   simp only [latticeSum_obverse, latticeSum_reverse, ite_eq_right_iff,
     OfNat.ofNat_ne_zero, imp_false]
-  omega
+  -- go through the remainders of l and h - k modulo 3
+  have hl : l % 3 = 0 ∨ l % 3 = 1 ∨ l % 3 = 2 := by omega
+  have hd : (h - k) % 3 = 0 ∨ (h - k) % 3 = 1 ∨ (h - k) % 3 = 2 := by omega
+  rcases hl with hl | hl | hl <;> rcases hd with hd | hd | hd <;> omega
 
 end
```
